# Inverse squared distances from one site to the others on a unit-radius ring of n equally spaced sites sum to (n² − 1)/12

To find the energy levels of a single particle that hops around a ring with long-range amplitudes, one evaluates a sum over distances for each plane wave. Take $n$ equally spaced sites on a circle, each with zero on-site energy, and let the hopping amplitude between two sites be $-t/d^2$, where $d$ is their straight-line distance in units of the radius and $t>0$ is the hopping strength at $d=1$. The plane wave with amplitude $e^{2\pi i mk/n}$ on site $k$ has energy $-t\,S(m)$, with

$$S(m)=\sum_{k=1}^{n-1}\frac{\cos(2\pi mk/n)}{d_k^2},$$

where $d_k$ is the distance from site $0$ to site $k$. The sine parts cancel between $k$ and $n-k$. For this non-interacting model the sum has a closed form:

$$S(m)=\frac{n^2-1}{12}-\frac{m(n-m)}{2},\qquad 0\le m\le n.$$

The uniform wave, $m=0$, gives the plain sum of inverse squared distances, $(n^2-1)/12$. The energy of wave $m$ lies $t\,m(n-m)/2$ above that of the uniform wave.

## A parabola in the mode number

**Distances.** Two points of the unit circle at angles $a$ and $b$ have squared distance
$$(\cos a-\cos b)^2+(\sin a-\sin b)^2=2-2\cos(a-b)=4\sin^2\frac{a-b}{2}.$$
Sites $j$ and $k$ are therefore at squared distance $4\sin^2(\pi(j-k)/n)$, and $d_k^2=4\sin^2(\pi k/n)$.

**Cosine waves sum to zero.** Let $0<m<n$ and $\varphi=2\pi m/n$. Since $2\sin\frac{\varphi}{2}\cos k\varphi=\sin(k+\tfrac12)\varphi-\sin(k-\tfrac12)\varphi$, the sum telescopes:
$$2\sin\frac{\varphi}{2}\sum_{k=0}^{n-1}\cos k\varphi=\sin\left(2\pi m-\frac{\varphi}{2}\right)+\sin\frac{\varphi}{2}=0.$$
The prefactor contains $\sin(\pi m/n)>0$, so the sum itself vanishes.

**The second difference removes the denominator.** For any $a$ and $x$,
$$\cos(a+2x)+\cos(a-2x)-2\cos a=2\cos a\,(\cos 2x-1)=-4\sin^2x\,\cos a.$$
Put $x=\pi k/n$ and $a=2\pi(m+1)k/n$, divide by $4\sin^2x$ and sum over $k$. For $m+1<n$ this gives
$$S(m+2)+S(m)-2S(m+1)=-\sum_{k=1}^{n-1}\cos\frac{2\pi(m+1)k}{n}=1,$$
because the full sum from $k=0$ is zero and its first term is $1$. With $a=0$ the same identity gives $2S(1)-2S(0)=-(n-1)$.

**Induction.** These two facts fix $S(m)=S(0)-m(n-m)/2$. The formula holds at $m=0$ and $m=1$, and if it holds at $m$ and $m+1$, then
$$S(m+2)=1+2S(m+1)-S(m)=S(0)+1-(m+1)(n-m-1)+\frac{m(n-m)}{2},$$
which equals $S(0)-(m+2)(n-m-2)/2$.

**The constant.** Sum $S(m)$ over $m=0,\dots,n-1$ and exchange the two sums. For each $k$ the inner sum is a cosine wave in $m$, which vanishes, so the total is zero. Physically, the hopping matrix has no diagonal elements and hence zero trace. It follows that
$$nS(0)=\sum_{m=0}^{n-1}\frac{m(n-m)}{2}=\frac{n^2(n-1)}{4}-\frac{(n-1)n(2n-1)}{12}=\frac{n(n^2-1)}{12}.$$

Distances depend only on the difference of site indices modulo $n$, since $\sin^2$ has period $\pi$. Seen from any site, the other sites give the differences $1,\dots,n-1$ modulo $n$, so every site has the same sum as site $0$. Inserting $d_k^2$ and multiplying by $4$ gives $\sum_{k=1}^{n-1}1/\sin^2(\pi k/n)=(n^2-1)/3$.

## Sites as complex numbers, and their distances

```lean
import Mathlib

open Finset
open scoped Real

namespace InverseSquareRing

noncomputable section
```

Site $k$ is the point $e^{2\pi ik/n}$ of the complex plane, which fixes the radius at $1$. The index is a natural number, so `site n n` is also meaningful and coincides with `site n 0`.

```lean
/-- Position in the complex plane of site `k` on a ring of `n ≥ 1` equally spaced sites
on the unit circle. -/
def site (n k : ℕ) : ℂ := Complex.exp (((2 * π * k / n : ℝ) : ℂ) * Complex.I)
```

The sum $S(m)$ is called `modeCoupling n m`; a textbook would call it the Fourier transform of the coupling. `Ico 1 n` is the range $1\le k<n$, which leaves out site $0$ itself. No Hamiltonian appears in the Lean code, so the step from $S(m)$ to the energy is made by hand: applied to the plane wave, the hopping matrix gives at site $j$ the value $-t\sum_{k=1}^{n-1}e^{2\pi im(j+k)/n}/d_k^2=-t\,S(m)\,e^{2\pi imj/n}$.

```lean
/-- Cosine transform, at mode number `m`, of the inverse-square coupling between site `0` and
the other sites of a ring of `n ≥ 1` sites. -/
def modeCoupling (n m : ℕ) : ℝ :=
  ∑ k ∈ Ico 1 n, Real.cos (2 * π * m * k / n) / ‖site n k - site n 0‖ ^ 2
```

The distance formula holds for any two indices. In its proof, `key` is the identity for angles $a$ and $b$, and the remaining lines split the complex norm into real and imaginary parts.

```lean
/-- The squared distance between sites `j` and `k` is `4 sin²(π (j - k) / n)`. -/
theorem site_dist_sq (n j k : ℕ) :
    ‖site n j - site n k‖ ^ 2 = 4 * Real.sin (π * ((j : ℝ) - k) / n) ^ 2 := by
  have key : ∀ a b : ℝ, (Real.cos a - Real.cos b) ^ 2 + (Real.sin a - Real.sin b) ^ 2
      = 4 * Real.sin ((a - b) / 2) ^ 2 := by
    intro a b
    have h := Real.cos_two_mul ((a - b) / 2)
    rw [show 2 * ((a - b) / 2) = a - b by ring, Real.cos_sub] at h
    linear_combination Real.sin_sq_add_cos_sq a + Real.sin_sq_add_cos_sq b - 2 * h
      - 4 * Real.sin_sq_add_cos_sq ((a - b) / 2)
  have h := key (2 * π * j / n) (2 * π * k / n)
  rw [show (2 * π * (j : ℝ) / n - 2 * π * k / n) / 2 = π * ((j : ℝ) - k) / n by ring] at h
  rw [← h, Complex.sq_norm, Complex.normSq_apply, Complex.sub_re, Complex.sub_im]
  unfold site
  rw [Complex.exp_ofReal_mul_I_re, Complex.exp_ofReal_mul_I_re,
    Complex.exp_ofReal_mul_I_im, Complex.exp_ofReal_mul_I_im]
  ring
```

The next lemma supplies the nonzero denominators. It holds because $\pi k/n$ lies strictly between $0$ and $\pi$.

```lean
/-- For `0 < k < n` the half-angle sine `sin(π k / n)` is positive. -/
theorem sin_site_pos {n k : ℕ} (h0 : 0 < k) (h : k < n) : 0 < Real.sin (π * k / n) := by
  have hk : (0 : ℝ) < k := by exact_mod_cast h0
  have hkn : (k : ℝ) < n := by exact_mod_cast h
  have hn : (0 : ℝ) < n := hk.trans hkn
  apply Real.sin_pos_of_pos_of_lt_pi
  · positivity
  · rw [div_lt_iff₀ hn]
    nlinarith [Real.pi_pos]
```

## Cosine sums and second differences

The vanishing cosine sum is stated for $0<m<n$. The auxiliary fact `tel` is the telescoped sum for an arbitrary number of terms, proved by induction, with `x` in the role of $\varphi$. The last line divides by the prefactor, using `sin_site_pos` with the mode number in place of a site index.

```lean
/-- A cosine wave with mode number `0 < m < n` sums to zero around the ring. -/
theorem sum_cos_eq_zero {n m : ℕ} (h0 : 0 < m) (h : m < n) :
    ∑ k ∈ range n, Real.cos (2 * π * m * k / n) = 0 := by
  -- multiplication by `2 sin(x/2)` makes the sum telescope
  have tel : ∀ (x : ℝ) (N : ℕ), 2 * Real.sin (x / 2) * ∑ k ∈ range N, Real.cos (k * x)
      = Real.sin (N * x - x / 2) + Real.sin (x / 2) := by
    intro x N
    induction N with
    | zero => simp
    | succ N ih =>
      rw [sum_range_succ, mul_add, ih,
        show ((N + 1 : ℕ) : ℝ) * x - x / 2 = N * x + x / 2 by push_cast; ring,
        Real.sin_add, Real.sin_sub]
      ring
  have hn : (n : ℝ) ≠ 0 := by
    have : n ≠ 0 := by omega
    exact_mod_cast this
  have ht := tel (2 * π * m / n) n
  have e1 : (n : ℝ) * (2 * π * m / n) = m * (2 * π) := by field_simp
  have e2 : 2 * π * (m : ℝ) / n / 2 = π * m / n := by ring
  rw [e1, e2, Real.sin_nat_mul_two_pi_sub, neg_add_cancel] at ht
  have e3 : ∀ k : ℕ, Real.cos (2 * π * m * k / n) = Real.cos (k * (2 * π * m / n)) :=
    fun k => by congr 1; ring
  rw [sum_congr rfl fun k _ => e3 k]
  exact (mul_eq_zero.mp ht).resolve_left (mul_ne_zero two_ne_zero (sin_site_pos h0 h).ne')
```

The trigonometric identity comes already divided by $4\sin^2x$, so it needs $\sin x\ne0$. Here `x` is half the phase step, as in the derivation above.

```lean
/-- The second difference, centred at phase `a`, of a cosine wave with phase step `2x` equals
`-cos a` after division by `4 sin² x`, provided `sin x ≠ 0`. -/
theorem cos_second_difference (a x : ℝ) (hx : Real.sin x ≠ 0) :
    Real.cos (a + 2 * x) / (4 * Real.sin x ^ 2) + Real.cos (a - 2 * x) / (4 * Real.sin x ^ 2)
      - 2 * (Real.cos a / (4 * Real.sin x ^ 2)) = -Real.cos a := by
  have h : Real.cos (a + 2 * x) + Real.cos (a - 2 * x) - 2 * Real.cos a
      = -Real.cos a * (4 * Real.sin x ^ 2) := by
    rw [Real.cos_add, Real.cos_sub, Real.cos_two_mul]
    linear_combination 4 * Real.cos a * Real.sin_sq_add_cos_sq x
  have hd : 4 * Real.sin x ^ 2 ≠ 0 := mul_ne_zero (by norm_num) (pow_ne_zero 2 hx)
  rw [← mul_div_assoc, ← add_div, ← sub_div, h, mul_div_cancel_right₀ _ hd]
```

Applied to each site and summed, it gives the constant second difference. The equation `key` collects the three couplings into one sum of cosines. The cosine sum `hc` is then split into its $k=0$ term and the rest, which leaves the value $1$.

```lean
/-- As a function of the mode number, the coupling has constant second difference `1`
as long as the middle mode `m + 1` is below `n`. -/
theorem modeCoupling_second_difference {n m : ℕ} (hm : m + 1 < n) :
    modeCoupling n (m + 2) + modeCoupling n m - 2 * modeCoupling n (m + 1) = 1 := by
  have key : modeCoupling n (m + 2) + modeCoupling n m - 2 * modeCoupling n (m + 1)
      = ∑ k ∈ Ico 1 n, -Real.cos (2 * π * ((m + 1 : ℕ) : ℝ) * k / n) := by
    simp only [modeCoupling, site_dist_sq, Nat.cast_zero, sub_zero]
    rw [mul_sum, ← sum_add_distrib, ← sum_sub_distrib]
    refine sum_congr rfl fun k hk => ?_
    rw [mem_Ico] at hk
    have h := cos_second_difference (2 * π * ((m + 1 : ℕ) : ℝ) * k / n) (π * k / n)
      (sin_site_pos hk.1 hk.2).ne'
    rw [show 2 * π * ((m + 1 : ℕ) : ℝ) * k / n + 2 * (π * k / n)
        = 2 * π * ((m + 2 : ℕ) : ℝ) * k / n by push_cast; ring,
      show 2 * π * ((m + 1 : ℕ) : ℝ) * k / n - 2 * (π * k / n)
        = 2 * π * (m : ℝ) * k / n by push_cast; ring] at h
    exact h
  have hc := sum_cos_eq_zero (Nat.succ_pos m) hm
  rw [range_eq_Ico, sum_eq_sum_Ico_succ_bot (by omega)] at hc
  simp only [Nat.cast_zero, mul_zero, zero_div, Real.cos_zero, zero_add, Nat.succ_eq_add_one] at hc
  rw [key, sum_neg_distrib]
  linarith
```

## The parabola and its constant

In the following proof, `first` is the relation $2S(1)-2S(0)=-(n-1)$. The statement `pair` carries the formula for two neighbouring modes at once, since the recursion needs both, and its last line is the induction step worked out above.

```lean
/-- For `m ≤ n` the coupling of mode `m` lies below that of the uniform mode by
`m (n - m) / 2`. -/
theorem modeCoupling_parabola {n m : ℕ} (hn : 1 ≤ n) (hm : m ≤ n) :
    modeCoupling n m = modeCoupling n 0 - (m : ℝ) * (n - m) / 2 := by
  -- the first step, from the symmetry between modes `1` and `-1`
  have first : 2 * modeCoupling n 1 - 2 * modeCoupling n 0 = ∑ k ∈ Ico 1 n, (-1 : ℝ) := by
    simp only [modeCoupling, site_dist_sq, Nat.cast_zero, sub_zero]
    rw [mul_sum, mul_sum, ← sum_sub_distrib]
    refine sum_congr rfl fun k hk => ?_
    rw [mem_Ico] at hk
    have h := cos_second_difference 0 (π * k / n) (sin_site_pos hk.1 hk.2).ne'
    rw [zero_add, zero_sub, Real.cos_neg, Real.cos_zero] at h
    rw [show 2 * π * ((1 : ℕ) : ℝ) * k / n = 2 * (π * k / n) by push_cast; ring,
      show 2 * π * (0 : ℝ) * k / n = 0 by ring, Real.cos_zero]
    linear_combination h
  rw [sum_const, Nat.card_Ico, nsmul_eq_mul, Nat.cast_sub hn, Nat.cast_one] at first
  -- two-step induction with the constant second difference
  have pair : ∀ m : ℕ, m + 1 ≤ n →
      modeCoupling n m = modeCoupling n 0 - (m : ℝ) * (n - m) / 2 ∧
      modeCoupling n (m + 1)
        = modeCoupling n 0 - ((m + 1 : ℕ) : ℝ) * (n - ((m + 1 : ℕ) : ℝ)) / 2 := by
    intro m
    induction m with
    | zero =>
      intro _
      refine ⟨by simp, ?_⟩
      push_cast
      linarith
    | succ m ih =>
      intro h
      obtain ⟨h1, h2⟩ := ih (by omega)
      refine ⟨h2, ?_⟩
      have h3 := modeCoupling_second_difference (n := n) (m := m) (by omega)
      rw [show m + 1 + 1 = m + 2 by ring]
      push_cast at h1 h2 ⊢
      linear_combination h3 + 2 * h2 - h1
  cases m with
  | zero => simp
  | succ m => exact (pair m hm).2
```

The constant comes from the zero sum over modes, `hsum`. After `sum_comm` exchanges the sums, the site index `k` serves as the mode number of a cosine wave in `m`. The polynomial sum is `hpoly`, and cancelling a factor $n$ finishes the proof.

```lean
/-- On a ring of `n ≥ 1` sites the uniform mode has coupling `(n² - 1) / 12`. -/
theorem modeCoupling_zero {n : ℕ} (hn : 1 ≤ n) :
    modeCoupling n 0 = ((n : ℝ) ^ 2 - 1) / 12 := by
  -- the couplings of all modes add up to zero
  have hsum : ∑ m ∈ range n, modeCoupling n m = 0 := by
    simp only [modeCoupling]
    rw [sum_comm]
    refine sum_eq_zero fun k hk => ?_
    rw [mem_Ico] at hk
    have e : ∀ m : ℕ, Real.cos (2 * π * m * k / n) = Real.cos (2 * π * k * m / n) :=
      fun m => by congr 1; ring
    rw [← sum_div, sum_congr rfl fun m _ => e m, sum_cos_eq_zero hk.1 hk.2, zero_div]
  have hpoly : ∀ (c : ℝ) (N : ℕ), ∑ m ∈ range N, (m : ℝ) * (c - m) / 2
      = c * N * (N - 1) / 4 - (N - 1) * N * (2 * N - 1) / 12 := by
    intro c N
    induction N with
    | zero => simp
    | succ N ih =>
      rw [sum_range_succ, ih]
      push_cast
      ring
  rw [sum_congr rfl fun m hm => modeCoupling_parabola hn (mem_range.mp hm).le,
    sum_sub_distrib, sum_const, card_range, nsmul_eq_mul, hpoly] at hsum
  have hn' : (n : ℝ) ≠ 0 := by
    have : n ≠ 0 := by omega
    exact_mod_cast this
  apply mul_left_cancel₀ hn'
  linear_combination hsum
```

Together these give the full formula: for every $n\ge1$ and every $m$ from $0$ to $n$, the coupling of mode $m$ is $(n^2-1)/12-m(n-m)/2$. The values $m=0,\dots,n-1$ label the $n$ independent plane waves, of which $m$ and $n-m$ have the same energy, and $m=n$ repeats $m=0$.

```lean
/-- Cosine transform of the inverse-square coupling on a ring of `n ≥ 1` sites, for every
mode number `0 ≤ m ≤ n`. -/
theorem modeCoupling_eq {n m : ℕ} (hn : 1 ≤ n) (hm : m ≤ n) :
    modeCoupling n m = ((n : ℝ) ^ 2 - 1) / 12 - (m : ℝ) * (n - m) / 2 := by
  rw [modeCoupling_parabola hn hm, modeCoupling_zero hn]
```

The bound $m\le n$ cannot be relaxed to $m\le n+1$. For $n=2$ and $m=3$ the only term is $\cos(3\pi)/4=-1/4$, whereas the formula would give $1/4+3/2=7/4$. The true coupling is periodic in $m$ with period $n$, and the parabola is not.

## Every site, and the sine form

The distance sum is stated for any chosen site `j` among the `n` sites of the ring. The type `Fin n` of `j` already forces $n\ge1$, and `univ.erase j` is the set of all sites except `j`. For a single site both sides are zero; for two sites the sum is $1/2^2=1/4$.

The proof first puts the self term back, which is harmless because Lean evaluates $1/0$ as $0$. Then `hrot` shows by induction that moving the reference site by one step leaves the sum unchanged. A sum over $n+1$ consecutive sites is split once at its last term and once at its first, and `hper` identifies those two end points as the same site. This reduces the claim to site $0$, where `modeCoupling_zero` applies.

```lean
/-- The inverse squared distances from any site `j` of the ring to all other sites add up to
`(n² - 1) / 12`. -/
theorem sum_inv_dist_sq {n : ℕ} (j : Fin n) :
    ∑ k ∈ univ.erase j, 1 / ‖site n k - site n j‖ ^ 2 = ((n : ℝ) ^ 2 - 1) / 12 := by
  have hn : 1 ≤ n := by have := j.isLt; omega
  have hn' : (n : ℝ) ≠ 0 := by
    have : n ≠ 0 := by omega
    exact_mod_cast this
  have hper : site n n = site n 0 := by
    unfold site
    rw [show 2 * π * (n : ℝ) / n = 2 * π by field_simp]
    simp [Complex.exp_two_pi_mul_I]
  -- rotating the ring by one site leaves the sum unchanged
  have hrot : ∀ i : ℕ, ∑ k ∈ range n, 1 / ‖site n k - site n i‖ ^ 2
      = ∑ k ∈ range n, 1 / ‖site n k - site n 0‖ ^ 2 := by
    intro i
    induction i with
    | zero => rfl
    | succ i ih =>
      rw [← ih]
      have h1 := sum_range_succ (fun k => 1 / ‖site n k - site n (i + 1)‖ ^ 2) n
      have h2 := sum_range_succ' (fun k => 1 / ‖site n k - site n (i + 1)‖ ^ 2) n
      have h3 : ∀ k : ℕ, 1 / ‖site n (k + 1) - site n (i + 1)‖ ^ 2
          = 1 / ‖site n k - site n i‖ ^ 2 := by
        intro k
        rw [site_dist_sq, site_dist_sq,
          show ((k + 1 : ℕ) : ℝ) - ((i + 1 : ℕ) : ℝ) = (k : ℝ) - i by push_cast; ring]
      simp only [h3, hper] at h1 h2
      linarith
  rw [sum_erase _ (by simp),
    Fin.sum_univ_eq_sum_range (fun k => 1 / ‖site n k - site n j‖ ^ 2) n, hrot,
    ← modeCoupling_zero hn, range_eq_Ico, sum_eq_sum_Ico_succ_bot (by omega)]
  simp [modeCoupling]
```

The last theorem is the same sum without the geometry. Each term $1/\sin^2(\pi k/n)$ is four times the inverse squared distance from site $0$ to site $k$, so the total is $4S(0)$.

```lean
/-- Trigonometric form of the coupling sum for `n ≥ 1`: the values `1 / sin²(π k / n)` with
`0 < k < n` add up to `(n² - 1) / 3`. -/
theorem sum_inv_sin_sq {n : ℕ} (hn : 1 ≤ n) :
    ∑ k ∈ Ico 1 n, 1 / Real.sin (π * k / n) ^ 2 = ((n : ℝ) ^ 2 - 1) / 3 := by
  have h : ∑ k ∈ Ico 1 n, 1 / Real.sin (π * k / n) ^ 2 = 4 * modeCoupling n 0 := by
    simp only [modeCoupling, site_dist_sq, Nat.cast_zero, sub_zero, mul_zero, zero_mul,
      zero_div, Real.cos_zero]
    rw [mul_sum]
    refine sum_congr rfl fun k hk => ?_
    rw [mem_Ico] at hk
    have hs := (sin_site_pos hk.1 hk.2).ne'
    field_simp
  rw [h, modeCoupling_zero hn]
  ring

end

end InverseSquareRing
```

```lean
#print axioms InverseSquareRing.modeCoupling_eq
#print axioms InverseSquareRing.sum_inv_dist_sq
#print axioms InverseSquareRing.sum_inv_sin_sq
```

```
'InverseSquareRing.modeCoupling_eq' depends on axioms: [propext, Classical.choice, Quot.sound]
'InverseSquareRing.sum_inv_dist_sq' depends on axioms: [propext, Classical.choice, Quot.sound]
'InverseSquareRing.sum_inv_sin_sq' depends on axioms: [propext, Classical.choice, Quot.sound]
```
